# For J > 0 and U′ = U − 2J, dropping spin flip and pair hopping turns the threefold Kanamori ground level of two electrons in two orbitals into a twofold one

Put two electrons into two degenerate orbitals of an isolated atom. Hund's exchange favours parallel spins. Impurity calculations often keep only the density-density part of the interaction, which is diagonal in the occupation numbers. What does this truncation do to the spin multiplets?

With $n_{m\sigma}=c^\dagger_{m\sigma}c_{m\sigma}$ for orbital $m$ and spin $\sigma$, take

$$\begin{aligned}H={}&U\sum_m n_{m\uparrow}n_{m\downarrow}+U'(n_{1\uparrow}n_{2\downarrow}+n_{1\downarrow}n_{2\uparrow})+(U'-J)(n_{1\uparrow}n_{2\uparrow}+n_{1\downarrow}n_{2\downarrow})\\&-X(c^\dagger_{1\uparrow}c_{1\downarrow}c^\dagger_{2\downarrow}c_{2\uparrow}+\text{h.c.})+P(c^\dagger_{1\uparrow}c^\dagger_{1\downarrow}c_{2\downarrow}c_{2\uparrow}+\text{h.c.}).\end{aligned}$$

Here $U$ and $U'$ are the repulsions within and between orbitals, $J$ lowers the energy of equal spins, $X$ is the spin flip and $P$ the pair hopping.

```lean
import Mathlib

open Matrix

namespace KanamoriTwoElectrons

noncomputable section
```

Let $e_0,\dots,e_5$ be the ordered states listed in the next comment, numbered as in `Fin 6`. Acting with $H$ on them gives the matrix $K$, called `kanamori`. The Lean file starts from this real matrix; the operator algebra leading to it is done by hand. There is no hopping to a bath and no crystal field.

```lean
/-- Interaction matrix of two electrons in two orbitals, with intra-orbital repulsion `U`,
inter-orbital repulsion `U'`, equal-spin reduction `J`, spin flip `X` and pair hopping `P`.
The basis is `c₁↑†c₂↑†`, `c₁↓†c₂↓†`, `c₁↑†c₂↓†`, `c₁↓†c₂↑†`, `c₁↑†c₁↓†`, `c₂↑†c₂↓†`,
each applied to the vacuum. -/
def kanamori (U U' J X P : ℝ) : Matrix (Fin 6) (Fin 6) ℝ :=
  !![U' - J, 0, 0, 0, 0, 0;
     0, U' - J, 0, 0, 0, 0;
     0, 0, U', -X, 0, 0;
     0, 0, -X, U', 0, 0;
     0, 0, 0, 0, U, P;
     0, 0, 0, 0, P, U]
```

The full model has $X=P=J$. The condition $U'=U-2J$ expresses invariance under rotations of the two orbitals.

```lean
/-- The full Kanamori interaction: `U' = U - 2J`, spin flip and pair hopping both equal to `J`. -/
def fullKanamori (U J : ℝ) : Matrix (Fin 6) (Fin 6) ℝ := kanamori U (U - 2 * J) J J J
```

The density-density model keeps $U'$ and $J$ but sets $X=P=0$.

```lean
/-- The density-density interaction: `U' = U - 2J`, without spin flip and pair hopping. -/
def densityKanamori (U J : ℝ) : Matrix (Fin 6) (Fin 6) ℝ := kanamori U (U - 2 * J) J 0 0
```

Spin raising acts as $S^+e_1=e_2+e_3$ and $S^+e_2=S^+e_3=e_0$, and it annihilates the other three states.

```lean
/-- The total spin raising operator `S⁺ = c₁↑†c₁↓ + c₂↑†c₂↓` in the same basis. -/
def spinRaise : Matrix (Fin 6) (Fin 6) ℝ :=
  !![0, 0, 1, 1, 0, 0;
     0, 0, 0, 0, 0, 0;
     0, 1, 0, 0, 0, 0;
     0, 1, 0, 0, 0, 0;
     0, 0, 0, 0, 0, 0;
     0, 0, 0, 0, 0, 0]
```

## (a) Pairing the configurations

**Task.** Let $B$ have columns $e_0,\ e_1,\ e_2+e_3,\ e_2-e_3,\ e_4+e_5,\ e_4-e_5$. Show that

$$KB=B\,\mathrm{diag}(U'-J,\,U'-J,\,U'-X,\,U'+X,\,U+P,\,U-P).$$

**Solution.** The states $e_0,e_1$ are already eigenvectors. From $Ke_2=U'e_2-Xe_3$ and $Ke_3=U'e_3-Xe_2$,
$$K(e_2\pm e_3)=(U'\mp X)(e_2\pm e_3).$$
Likewise $K(e_4\pm e_5)=(U\pm P)(e_4\pm e_5)$. The last four columns become normalised on division by $\sqrt2$.

In Lean, $B$ is `multipletBasis` and the energies are `levels`.

```lean
/-- The columns are the two equal-spin states and the unnormalised sums and differences of the
paired opposite-spin and doubly occupied configurations. -/
def multipletBasis : Matrix (Fin 6) (Fin 6) ℝ :=
  !![1, 0, 0, 0, 0, 0;
     0, 1, 0, 0, 0, 0;
     0, 0, 1, 1, 0, 0;
     0, 0, 1, -1, 0, 0;
     0, 0, 0, 0, 1, 1;
     0, 0, 0, 0, 1, -1]

/-- The energies belonging to the columns of `multipletBasis`. -/
def levels (U U' J X P : ℝ) : Fin 6 → ℝ :=
  ![U' - J, U' - J, U' - X, U' + X, U + P, U - P]
```

The proof compares all 36 entries.

```lean
/-- Each column of `multipletBasis` is an eigenvector of the interaction, with the energy
listed in `levels`. -/
theorem kanamori_mul_multipletBasis (U U' J X P : ℝ) :
    kanamori U U' J X P * multipletBasis
      = multipletBasis * diagonal (levels U U' J X P) := by
  ext i j
  rw [Matrix.mul_diagonal, Matrix.mul_apply, Fin.sum_univ_six]
  fin_cases i <;> fin_cases j <;> simp [kanamori, multipletBasis, levels] <;> ring
```

## (b) The secular determinant

**Task.** For arbitrary couplings and real $x$, show that

$$\det(x\mathbb 1-K)=(x-U'+J)^2(x-U'+X)(x-U'-X)(x-U+P)(x-U-P).$$

**Solution.** Write $\lambda_i$ for the energies in (a). Then $(x\mathbb 1-K)B=B\,\mathrm{diag}(x-\lambda_i)$. Since $B^2=\mathrm{diag}(1,1,2,2,2,2)$, we have $(\det B)^2=16$, so $\det B\neq0$. Taking determinants and cancelling $\det B$ leaves $\prod_i(x-\lambda_i)$. Because the columns of $B$ form an eigenbasis, the multiplicity of a root is the dimension of its eigenspace.

In the proof, `hsq` and `hB` establish that $B$ is invertible, and `h1` is the diagonalised secular matrix.

```lean
/-- The secular determinant for arbitrary couplings: the levels are `U' - J` twice, `U' - X`,
`U' + X`, `U - P` and `U + P`. -/
theorem secular_det (U U' J X P x : ℝ) :
    (x • (1 : Matrix (Fin 6) (Fin 6) ℝ) - kanamori U U' J X P).det
      = (x - (U' - J)) ^ 2 * (x - (U' - X)) * (x - (U' + X))
        * (x - (U - P)) * (x - (U + P)) := by
  -- the multiplet basis is invertible, since its square is diagonal and positive
  have hsq : multipletBasis * multipletBasis = diagonal ![1, 1, 2, 2, 2, 2] := by
    ext i j
    rw [Matrix.mul_apply, Fin.sum_univ_six]
    fin_cases i <;> fin_cases j <;> simp [multipletBasis] <;> norm_num
  have hB : multipletBasis.det ≠ 0 := by
    intro h0
    have h := congrArg Matrix.det hsq
    rw [Matrix.det_mul, Matrix.det_diagonal, h0, Fin.prod_univ_six] at h
    change (0 : ℝ) * 0 = 1 * 1 * 2 * 2 * 2 * 2 at h
    norm_num at h
  have hd : diagonal (fun i => x - levels U U' J X P i)
      = x • (1 : Matrix (Fin 6) (Fin 6) ℝ) - diagonal (levels U U' J X P) := by
    ext i j
    by_cases h : i = j
    · subst h
      simp
    · simp [h]
  -- in this basis the secular matrix is diagonal
  have h1 : (x • (1 : Matrix (Fin 6) (Fin 6) ℝ) - kanamori U U' J X P) * multipletBasis
      = multipletBasis * diagonal (fun i => x - levels U U' J X P i) := by
    rw [hd, Matrix.sub_mul, Matrix.mul_sub, kanamori_mul_multipletBasis,
      Matrix.smul_mul, Matrix.mul_smul, Matrix.one_mul, Matrix.mul_one]
  apply mul_right_cancel₀ hB
  rw [← Matrix.det_mul, h1, Matrix.det_mul, Matrix.det_diagonal, Fin.prod_univ_six]
  change multipletBasis.det * ((x - (U' - J)) * (x - (U' - J)) * (x - (U' - X))
    * (x - (U' + X)) * (x - (U + P)) * (x - (U - P))) = _
  ring
```

## (c) When spin raising is a symmetry

**Task.** Show that $KS^+=S^+K$ if and only if $X=J$.

**Solution.** Apply both products to $e_1$:
$$KS^+e_1=(U'-X)(e_2+e_3),\qquad S^+Ke_1=(U'-J)(e_2+e_3).$$
Equality forces $X=J$. Conversely, on $e_2$ and $e_3$ the products give $(U'-J)e_0$ and $(U'-X)e_0$, which agree when $X=J$. On $e_0,e_4,e_5$ both vanish. Neither $U$, $U'$ nor $P$ matters.

Lean reads the forward direction from entry $(2,1)$ and checks every entry for the converse.

```lean
/-- The interaction commutes with `S⁺` exactly when the spin-flip coupling equals the
equal-spin reduction `J`, whatever `U`, `U'` and the pair hopping are. -/
theorem commutes_spinRaise_iff (U U' J X P : ℝ) :
    kanamori U U' J X P * spinRaise = spinRaise * kanamori U U' J X P ↔ X = J := by
  constructor
  · intro h
    -- compare the amplitudes for raising the state with both spins down
    have h21 := congrFun (congrFun h 2) 1
    simp [kanamori, spinRaise, Matrix.mul_apply, Fin.sum_univ_six] at h21
    linarith
  · rintro rfl
    ext i j
    rw [Matrix.mul_apply, Matrix.mul_apply, Fin.sum_univ_six, Fin.sum_univ_six]
    fin_cases i <;> fin_cases j <;> simp [kanamori, spinRaise] <;> ring
```

## (d) The action on amplitudes

**Task.** For $v=\sum_i v_ie_i$ with real amplitudes, show that

$$Kv=\begin{pmatrix}(U'-J)v_0\\(U'-J)v_1\\U'v_2-Xv_3\\U'v_3-Xv_2\\Uv_4+Pv_5\\Uv_5+Pv_4\end{pmatrix}.$$

**Solution.** Multiply each row of $K$ into $v$. Lean writes the matrix-vector product as `*ᵥ`.

```lean
/-- The action of the interaction on the six amplitudes of a two-electron state. -/
theorem kanamori_mulVec (U U' J X P : ℝ) (v : Fin 6 → ℝ) :
    kanamori U U' J X P *ᵥ v = ![(U' - J) * v 0, (U' - J) * v 1, U' * v 2 - X * v 3,
      U' * v 3 - X * v 2, U * v 4 + P * v 5, U * v 5 + P * v 4] := by
  ext i
  fin_cases i <;> simp [kanamori, Matrix.mulVec, dotProduct, Fin.sum_univ_six] <;> ring
```

## (e) The full model at energy U − 3J

**Task.** For $J>0$ and the full matrix $K_{\rm full}$, show that

$$K_{\rm full}v=(U-3J)v\iff v_2=v_3,\ v_4=v_5=0.$$

**Solution.** Rows 0 and 1 hold identically. Rows 2 and 3 both say $J(v_2-v_3)=0$. Rows 4 and 5 say
$$3Jv_4+Jv_5=0,\qquad Jv_4+3Jv_5=0.$$
Three times the first minus the second gives $8Jv_4=0$, and by symmetry $8Jv_5=0$. Divide by $J$. Substitution proves the converse. Three amplitudes remain free: these are the spin triplet $e_0$, $(e_2+e_3)/\sqrt2$, $e_1$.

The `linear_combination` steps form the same combinations, and `mul_left_cancel₀` divides by $J$.

```lean
/-- For `J > 0`, the eigenvectors of the full interaction at `U - 3J` are the states with equal
amplitudes on the two opposite-spin configurations and none on doubly occupied orbitals. -/
theorem full_ground_iff {U J : ℝ} (hJ : 0 < J) (v : Fin 6 → ℝ) :
    fullKanamori U J *ᵥ v = (U - 3 * J) • v ↔ v 2 = v 3 ∧ v 4 = 0 ∧ v 5 = 0 := by
  rw [fullKanamori, kanamori_mulVec]
  constructor
  · intro h
    have h2 : (U - 2 * J) * v 2 - J * v 3 = (U - 3 * J) * v 2 := congrFun h 2
    have h4 : U * v 4 + J * v 5 = (U - 3 * J) * v 4 := congrFun h 4
    have h5 : U * v 5 + J * v 4 = (U - 3 * J) * v 5 := congrFun h 5
    exact ⟨mul_left_cancel₀ hJ.ne' (by linear_combination h2),
      mul_left_cancel₀ hJ.ne' (by linear_combination (3 * h4 - h5) / 8),
      mul_left_cancel₀ hJ.ne' (by linear_combination (3 * h5 - h4) / 8)⟩
  · rintro ⟨h2, h4, h5⟩
    funext i
    fin_cases i
    · change (U - 2 * J - J) * v 0 = (U - 3 * J) * v 0
      ring
    · change (U - 2 * J - J) * v 1 = (U - 3 * J) * v 1
      ring
    · change (U - 2 * J) * v 2 - J * v 3 = (U - 3 * J) * v 2
      linear_combination J * h2
    · change (U - 2 * J) * v 3 - J * v 2 = (U - 3 * J) * v 3
      linear_combination -J * h2
    · change U * v 4 + J * v 5 = (U - 3 * J) * v 4
      linear_combination 3 * J * h4 + J * h5
    · change U * v 5 + J * v 4 = (U - 3 * J) * v 5
      linear_combination 3 * J * h5 + J * h4
```

## (f) The density-density model at the same energy

**Task.** For $J>0$ and the density-density matrix $K_{\rm dd}$, show that

$$K_{\rm dd}v=(U-3J)v\implies v_2=v_3=v_4=v_5=0.$$

**Solution.** The rows are now decoupled: $Jv_2=Jv_3=0$ and $3Jv_4=3Jv_5=0$. Only $e_0$ and $e_1$ remain, and by (a) both do have this energy. Lean again cancels $J$ row by row.

```lean
/-- For `J > 0`, an eigenvector of the density-density interaction at `U - 3J` has amplitudes
only on the two equal-spin configurations. -/
theorem density_ground {U J : ℝ} (hJ : 0 < J) {v : Fin 6 → ℝ}
    (h : densityKanamori U J *ᵥ v = (U - 3 * J) • v) :
    v 2 = 0 ∧ v 3 = 0 ∧ v 4 = 0 ∧ v 5 = 0 := by
  rw [densityKanamori, kanamori_mulVec] at h
  have h2 : (U - 2 * J) * v 2 - 0 * v 3 = (U - 3 * J) * v 2 := congrFun h 2
  have h3 : (U - 2 * J) * v 3 - 0 * v 2 = (U - 3 * J) * v 3 := congrFun h 3
  have h4 : U * v 4 + 0 * v 5 = (U - 3 * J) * v 4 := congrFun h 4
  have h5 : U * v 5 + 0 * v 4 = (U - 3 * J) * v 5 := congrFun h 5
  exact ⟨mul_left_cancel₀ hJ.ne' (by linear_combination h2),
    mul_left_cancel₀ hJ.ne' (by linear_combination h3),
    mul_left_cancel₀ hJ.ne' (by linear_combination h4 / 3),
    mul_left_cancel₀ hJ.ne' (by linear_combination h5 / 3)⟩
```

## (g) Multiplets of the full interaction

**Task.** For $J>0$, show that $K_{\rm full}$ commutes with $S^+$, that

$$\det(x\mathbb 1-K_{\rm full})=(x-U+3J)^3(x-U+J)^2(x-U-J),$$

that $U-3J$ is the lowest root, and that $w\cdot S^+v\ne0$ for some $v,w$ in its eigenspace.

**Solution.** Commutation is (c) with $X=J$. Substituting the couplings into (b) gives the determinant. If $x<U-3J$, every factor is negative, so $x$ is no root. Finally, take $v=e_1$ and $w=e_2+e_3$, both allowed by (e). Then $w\cdot S^+v=2$, or $\sqrt2$ with $w$ normalised.

Lean follows these four steps; `⬝ᵥ` is the real dot product.

```lean
/-- For `J > 0` the full interaction commutes with `S⁺`, has levels `U - 3J` (threefold),
`U - J` (twofold) and `U + J`, the first being lowest, and `S⁺` has a nonzero matrix element
between two states of the lowest level. -/
theorem full_multiplets (U : ℝ) {J : ℝ} (hJ : 0 < J) :
    fullKanamori U J * spinRaise = spinRaise * fullKanamori U J ∧
    (∀ x : ℝ, (x • (1 : Matrix (Fin 6) (Fin 6) ℝ) - fullKanamori U J).det
      = (x - (U - 3 * J)) ^ 3 * (x - (U - J)) ^ 2 * (x - (U + J))) ∧
    (∀ x : ℝ, (x • (1 : Matrix (Fin 6) (Fin 6) ℝ) - fullKanamori U J).det = 0 →
      U - 3 * J ≤ x) ∧
    ∃ v w : Fin 6 → ℝ, fullKanamori U J *ᵥ v = (U - 3 * J) • v ∧
      fullKanamori U J *ᵥ w = (U - 3 * J) • w ∧ w ⬝ᵥ (spinRaise *ᵥ v) ≠ 0 := by
  have hdet : ∀ x : ℝ, (x • (1 : Matrix (Fin 6) (Fin 6) ℝ) - fullKanamori U J).det
      = (x - (U - 3 * J)) ^ 3 * (x - (U - J)) ^ 2 * (x - (U + J)) := by
    intro x
    rw [fullKanamori, secular_det]
    ring
  refine ⟨(commutes_spinRaise_iff _ _ _ _ _).2 rfl, hdet, ?_, ?_⟩
  · intro x hx
    by_contra hlt
    have hlt' := not_le.mp hlt
    rw [hdet] at hx
    -- below U - 3J no factor of the secular determinant vanishes
    have a : x - (U - 3 * J) ≠ 0 := (by linarith : x - (U - 3 * J) < 0).ne
    have b : x - (U - J) ≠ 0 := (by linarith : x - (U - J) < 0).ne
    have c : x - (U + J) ≠ 0 := (by linarith : x - (U + J) < 0).ne
    exact mul_ne_zero (mul_ne_zero (pow_ne_zero _ a) (pow_ne_zero _ b)) c hx
  · -- raise the state with both spins down
    refine ⟨![0, 1, 0, 0, 0, 0], ![0, 0, 1, 1, 0, 0], (full_ground_iff hJ _).2 (by simp),
      (full_ground_iff hJ _).2 (by simp), ?_⟩
    simp [spinRaise, Matrix.mulVec, dotProduct, Fin.sum_univ_six]
```

## (h) Multiplets of the density-density interaction

**Task.** For $J>0$, show that $K_{\rm dd}$ does not commute with $S^+$, that

$$\det(x\mathbb 1-K_{\rm dd})=(x-U+3J)^2(x-U+2J)^2(x-U)^2,$$

that $U-3J$ is the lowest root, and that $w\cdot S^+v=0$ for all $v,w$ in its eigenspace.

**Solution.** By (c), commutation would require $0=J$. The determinant follows from (b), and the sign argument of (g) identifies the lowest root. For the matrix elements,
$$w\cdot S^+v=w_0(v_2+v_3)+(w_2+w_3)v_1,$$
which vanishes by (f). The operator $S^+$ itself is not zero: it takes $e_1$ to $e_2+e_3$, now at $U-2J$.

For this isolated two-electron atom, the truncation therefore leaves a ground doublet with spin projections $\pm1$ that $S^+$ cannot connect, which matters when an impurity calculation is meant to describe a spin-rotation-invariant local moment.

```lean
/-- For `J > 0` the density-density interaction does not commute with `S⁺`, has the twofold
levels `U - 3J`, `U - 2J` and `U`, the first being lowest, and all matrix elements of `S⁺`
between states of the lowest level vanish. -/
theorem density_multiplets (U : ℝ) {J : ℝ} (hJ : 0 < J) :
    densityKanamori U J * spinRaise ≠ spinRaise * densityKanamori U J ∧
    (∀ x : ℝ, (x • (1 : Matrix (Fin 6) (Fin 6) ℝ) - densityKanamori U J).det
      = (x - (U - 3 * J)) ^ 2 * (x - (U - 2 * J)) ^ 2 * (x - U) ^ 2) ∧
    (∀ x : ℝ, (x • (1 : Matrix (Fin 6) (Fin 6) ℝ) - densityKanamori U J).det = 0 →
      U - 3 * J ≤ x) ∧
    ∀ v w : Fin 6 → ℝ, densityKanamori U J *ᵥ v = (U - 3 * J) • v →
      densityKanamori U J *ᵥ w = (U - 3 * J) • w → w ⬝ᵥ (spinRaise *ᵥ v) = 0 := by
  have hdet : ∀ x : ℝ, (x • (1 : Matrix (Fin 6) (Fin 6) ℝ) - densityKanamori U J).det
      = (x - (U - 3 * J)) ^ 2 * (x - (U - 2 * J)) ^ 2 * (x - U) ^ 2 := by
    intro x
    rw [densityKanamori, secular_det]
    ring
  refine ⟨fun h => hJ.ne ((commutes_spinRaise_iff _ _ _ _ _).1 h), hdet, ?_, ?_⟩
  · intro x hx
    by_contra hlt
    have hlt' := not_le.mp hlt
    rw [hdet] at hx
    have a : x - (U - 3 * J) ≠ 0 := (by linarith : x - (U - 3 * J) < 0).ne
    have b : x - (U - 2 * J) ≠ 0 := (by linarith : x - (U - 2 * J) < 0).ne
    have c : x - U ≠ 0 := (by linarith : x - U < 0).ne
    exact mul_ne_zero (mul_ne_zero (pow_ne_zero _ a) (pow_ne_zero _ b)) (pow_ne_zero _ c) hx
  · intro v w hv hw
    -- S⁺ leads from equal-spin states to opposite-spin ones, absent from the ground level
    obtain ⟨v2, v3, -, -⟩ := density_ground hJ hv
    obtain ⟨w2, w3, -, -⟩ := density_ground hJ hw
    simp [spinRaise, Matrix.mulVec, dotProduct, Fin.sum_univ_six, v2, v3, w2, w3]

end

end KanamoriTwoElectrons
```

```lean
#print axioms KanamoriTwoElectrons.commutes_spinRaise_iff
#print axioms KanamoriTwoElectrons.full_multiplets
#print axioms KanamoriTwoElectrons.density_multiplets
```

```
'KanamoriTwoElectrons.commutes_spinRaise_iff' depends on axioms: [propext, Classical.choice, Quot.sound]
'KanamoriTwoElectrons.full_multiplets' depends on axioms: [propext, Classical.choice, Quot.sound]
'KanamoriTwoElectrons.density_multiplets' depends on axioms: [propext, Classical.choice, Quot.sound]
```

## Zero and negative J

At $J=0$ both matrices equal $U\mathbb 1$. The density-density matrix then commutes with $S^+$, and all six states are degenerate, so (h) fails. For negative exchange, take $U=4$ and $J=-1$: the full levels are $7$, $5$ and $3$, and $U-3J=7$ is the highest, so (g) fails too.
